# Integral fluctuation theorem for a finite Markov chain with positive transition matrices

Let $S$ be a finite set of states and let a chain make $n$ steps with transition matrices $P_0,\dots,P_{n-1}$, where $P_t(a\to b)>0$ and $\sum_b P_t(a\to b)=1$. Let $p$ and $q$ be probability vectors on $S$ with positive entries. For a path $x=(x_0,\dots,x_n)$ put
$$R(x)=\frac{q(x_n)\prod_{t=0}^{n-1}P_t(x_{t+1}\to x_t)}{p(x_0)\prod_{t=0}^{n-1}P_t(x_t\to x_{t+1})}.$$
Then the averages over paths started from $p$ satisfy $\langle R\rangle=1$ and $\langle\ln R\rangle\le 0$.

With $\sigma=-\ln R$ this reads $\langle e^{-\sigma}\rangle=1$ and $\langle\sigma\rangle\ge0$. Here $\sigma$ is only a logarithmic ratio of path weights. Reading it as the total entropy production of system and bath over the $n$ steps needs further input, namely local detailed balance linking $P_t(a\to b)/P_t(b\to a)$ to the heat given to a bath, and $q$ equal to the final distribution; no energy or temperature appears below. For a finite, discrete-time hopping model of carriers among localised sites, with every one-step transition allowed, $\langle R\rangle=1$ is an exact sum rule against which sampled trajectories can be compared. The comparison needs care: rare paths with large $R$ can dominate the average, and a finite sample that misses them gives a mean below one although the simulation is correct.

## Path weights

The states form a type `S`, and `n` counts the steps, with $n=0$ allowed.

```lean
import Mathlib

open Finset

namespace IntegralFluctuation

noncomputable section

variable {S : Type*} {n : ℕ}
```

A path is a function `x : Fin (n + 1) → S`. Steps are numbered $t=0,\dots,n-1$; `t.castSucc` is the time $t$ and `t.succ` the time $t+1$. The entry `P t a b` is $P_t(a\to b)$, so rows sum to one. The forward weight is
$$F(x)=p(x_0)\prod_t P_t(x_t\to x_{t+1}).$$

```lean
/-- Forward weight of the path `x₀, …, xₙ`: the initial weight `p(x₀)` times the product of the
transition probabilities `P_t(x_t → x_{t+1})` over `t = 0, …, n - 1`. -/
def forwardWeight (p : S → ℝ) (P : Fin n → S → S → ℝ) (x : Fin (n + 1) → S) : ℝ :=
  p (x 0) * ∏ t : Fin n, P t (x t.castSucc) (x t.succ)
```

The reversed process starts at $x_n$ with weight $q$ and retraces the path with backward matrices $Q_t$, taking $Q_{n-1}$ first:
$$B(x)=q(x_n)\prod_t Q_t(x_{t+1}\to x_t).$$
The $Q_t$ are kept independent of the $P_t$; the opening statement is the case $Q=P$.

```lean
/-- Weight of the same path run backwards: the final weight `q(xₙ)` times the product of the
backward transition probabilities `Q_t(x_{t+1} → x_t)` over `t = 0, …, n - 1`. -/
def reverseWeight (q : S → ℝ) (Q : Fin n → S → S → ℝ) (x : Fin (n + 1) → S) : ℝ :=
  q (x (Fin.last n)) * ∏ t : Fin n, Q t (x t.succ) (x t.castSucc)
```

The ratio is $R=B/F$.

```lean
/-- The ratio `R` of the reversed to the forward weight of a path. -/
def ratio (p q : S → ℝ) (P Q : Fin n → S → S → ℝ) (x : Fin (n + 1) → S) : ℝ :=
  reverseWeight q Q x / forwardWeight p P x
```

The forward average of a path observable $f$ is $\langle f\rangle=\sum_x F(x)f(x)$, a finite sum over $|S|^{n+1}$ paths. It is an expectation value once $F\ge0$ and $\sum_xF=1$. Continuous time and infinite state spaces are not described by these definitions. For variables odd under time reversal, such as discretised velocities, the choice $Q=P$ is not the physical reversal; if $a\mapsto a^*$ is the involution of $S$ that flips them, one takes $Q_t(b\to a)=P_t(b^*\to a^*)$, whose rows still sum to one, and lets $q(b)$ be the starting weight of the flipped state $b^*$.

```lean
variable [Fintype S]

/-- Forward average `⟨f⟩` of a path observable: the sum over all paths of `f` times the
forward weight. -/
def forwardMean (p : S → ℝ) (P : Fin n → S → S → ℝ) (f : (Fin (n + 1) → S) → ℝ) : ℝ :=
  ∑ x, forwardWeight p P x * f x
```

## Splitting off the first state

Both normalisations rest on writing a path as its first state $a$ followed by the remaining states $y$:
$$\sum_x f(x)=\sum_{a}\sum_{y} f(a,y).$$
In Lean a path is a function on `Fin (n + 1)`, not a pair, and the bridge is `Fin.consEquiv (fun _ => S)`, a bijection with explicit inverse from `S × (Fin n → S)` to `Fin (n + 1) → S`. It sends $(a,y)$ to `Fin.cons a y`, the function with value $a$ at index $0$ and $y_i$ at index $i+1$. A finite sum is unchanged when its index set is relabelled by a bijection, which is `e.sum_comp f`, and `Fintype.sum_prod_type` turns the sum over pairs into an iterated sum. The companion for products is `Fin.prod_univ_succ`, which separates the factor $t=0$ from the rest. Since both act at the front of the index range, the two splittings fit together.

```lean
/-- A sum over paths is a sum over the first state and over the remaining states. -/
theorem sum_path_cons (f : (Fin (n + 1) → S) → ℝ) :
    ∑ x, f x = ∑ a : S, ∑ y : Fin n → S, f (Fin.cons a y : Fin (n + 1) → S) := by
  let e : S × (Fin n → S) ≃ (Fin (n + 1) → S) := Fin.consEquiv (fun _ => S)
  have h := e.sum_comp f
  rw [Fintype.sum_prod_type] at h
  exact h.symm
```

## Total forward and reversed weight

Claim: $\sum_xF(x)=\sum_a p(a)$ whenever the rows of each $P_t$ sum to one, which expresses conservation of probability. For $n=0$ a path is one state, the product is empty and $F=p$. For a chain of $n+1$ steps write the path as $(a,y_0,\dots,y_n)$. Then
$$\sum_{a,y}p(a)P_0(a\to y_0)\prod_{t=0}^{n-1}P_{t+1}(y_t\to y_{t+1})=\sum_y p'(y_0)\prod_{t=0}^{n-1}P_{t+1}(y_t\to y_{t+1}),$$
with $p'(b)=\sum_a p(a)P_0(a\to b)$ the weight after one step. The right side is the total forward weight of an $n$-step chain started from $p'$, so by induction it equals $\sum_b p'(b)=\sum_a p(a)\sum_bP_0(a\to b)=\sum_ap(a)$. The induction hypothesis is used with $p'$ in place of $p$, hence `generalizing p`. In the code `step` is the factorisation and the three lines of the `calc` are the displayed identity, the induction hypothesis, and the final exchange of sums with the row sums of $P_0$.

```lean
/-- If every row of every transition matrix sums to one, the forward weights of all paths add up
to the total initial weight. -/
theorem sum_forwardWeight (p : S → ℝ) (P : Fin n → S → S → ℝ)
    (hP1 : ∀ t a, ∑ b, P t a b = 1) : ∑ x, forwardWeight p P x = ∑ a, p a := by
  induction n generalizing p with
  | zero =>
    have step : ∀ (a : S) (y : Fin 0 → S),
        forwardWeight p P (Fin.cons a y : Fin (0 + 1) → S) = p a := by
      intro a y
      unfold forwardWeight
      rw [Fin.prod_univ_zero]
      exact mul_one _
    rw [sum_path_cons]
    simp [step]
  | succ n ih =>
    have step : ∀ (a : S) (y : Fin (n + 1) → S),
        forwardWeight p P (Fin.cons a y : Fin (n + 1 + 1) → S)
          = p a * (P 0 a (y 0) * ∏ t : Fin n, P t.succ (y t.castSucc) (y t.succ)) := by
      intro a y
      unfold forwardWeight
      rw [Fin.prod_univ_succ]
      rfl
    -- absorb the first step into the initial weight
    calc ∑ x, forwardWeight p P x
        = ∑ y : Fin (n + 1) → S,
            forwardWeight (fun b => ∑ a, p a * P 0 a b) (fun t => P t.succ) y := by
          rw [sum_path_cons]
          simp only [step]
          rw [Finset.sum_comm]
          simp only [forwardWeight, Finset.sum_mul, mul_assoc]
      _ = ∑ b, ∑ a, p a * P 0 a b := ih _ _ (fun t => hP1 t.succ)
      _ = ∑ a, p a := by
          rw [Finset.sum_comm]
          simp only [← Finset.mul_sum, hP1, mul_one]
```

For the reversed weight the first state $a=x_0$ is where the backward run ends, and it occurs in a single factor: $B(a,y)=Q_0(y_0\to a)\,B'(y)$, where $B'$ is the reversed weight of the shorter chain with the same $q$. Summing over $a$ first gives $\sum_aQ_0(y_0\to a)=1$, a row sum, and induction yields $\sum_xB(x)=\sum_aq(a)$. The exchange of the two sums is `Finset.sum_comm`.

```lean
/-- If every row of every backward transition matrix sums to one, the reversed weights of all
paths add up to the total final weight. -/
theorem sum_reverseWeight (q : S → ℝ) (Q : Fin n → S → S → ℝ)
    (hQ1 : ∀ t a, ∑ b, Q t a b = 1) : ∑ x, reverseWeight q Q x = ∑ a, q a := by
  induction n with
  | zero =>
    have step : ∀ (a : S) (y : Fin 0 → S),
        reverseWeight q Q (Fin.cons a y : Fin (0 + 1) → S) = q a := by
      intro a y
      unfold reverseWeight
      rw [Fin.prod_univ_zero]
      exact mul_one _
    rw [sum_path_cons]
    simp [step]
  | succ n ih =>
    have step : ∀ (a : S) (y : Fin (n + 1) → S),
        reverseWeight q Q (Fin.cons a y : Fin (n + 1 + 1) → S)
          = Q 0 (y 0) a * reverseWeight q (fun t => Q t.succ) y := by
      intro a y
      unfold reverseWeight
      rw [Fin.prod_univ_succ]
      exact mul_left_comm _ _ _
    -- sum out `x₀`, the end point of the reversed path
    rw [sum_path_cons]
    simp only [step]
    rw [Finset.sum_comm]
    simp only [← Finset.sum_mul, hQ1, one_mul]
    exact ih _ (fun t => hQ1 t.succ)
```

## The mean of $R$

If $p$ and all $P_t$ are positive then $F(x)>0$ on every path, and $F$ cancels term by term:
$$\langle Rf\rangle=\sum_xF\,\frac{B}{F}\,f=\sum_xB(x)f(x).$$
The cancellation is `field_simp`, given `forwardWeight p P x ≠ 0`.

```lean
/-- For positive `p` and `P`, the forward average of `R f` is the sum of `f` over all paths
taken with the reversed weight. -/
theorem mean_ratio_mul (p q : S → ℝ) (P Q : Fin n → S → S → ℝ)
    (hp : ∀ a, 0 < p a) (hP : ∀ t a b, 0 < P t a b) (f : (Fin (n + 1) → S) → ℝ) :
    forwardMean p P (fun x => ratio p q P Q x * f x) = ∑ x, reverseWeight q Q x * f x := by
  simp only [forwardMean, ratio]
  refine Finset.sum_congr rfl fun x _ => ?_
  have h : forwardWeight p P x ≠ 0 :=
    (mul_pos (hp _) (Finset.prod_pos fun t _ => hP _ _ _)).ne'
  field_simp
```

Taking $f=1$ gives $\langle R\rangle=\sum_xB=\sum_aq(a)=1$. The hypotheses show how little is used: positivity on the forward side (`hp`, `hP`) and normalisation on the backward side (`hq1`, `hQ1`). Neither normalisation of $p$ and $P$ nor a sign of $q$ and $Q$ enters.

```lean
/-- For positive `p` and `P`, normalised `q` and backward matrices `Q` with unit row sums,
`⟨R⟩ = 1`. -/
theorem mean_ratio_eq_one (p q : S → ℝ) (P Q : Fin n → S → S → ℝ)
    (hp : ∀ a, 0 < p a) (hP : ∀ t a b, 0 < P t a b)
    (hq1 : ∑ a, q a = 1) (hQ1 : ∀ t a, ∑ b, Q t a b = 1) :
    forwardMean p P (ratio p q P Q) = 1 := by
  have h := mean_ratio_mul p q P Q hp hP (fun _ => 1)
  simp only [mul_one] at h
  rw [sum_reverseWeight q Q hQ1, hq1] at h
  exact h
```

Positivity of $p$ and of the $P_t$ ensures that every path the reversed process can take also has forward weight. Without positivity of the $P_t$ the identity can fail. Take two states $u,v$, uniform $p=q=(\tfrac12,\tfrac12)$, and one step that lands in $v$ with certainty, with $Q=P$. The paths $(u,v)$ and $(v,v)$ have $F=\tfrac12$ each, with $B=0$ and $B=\tfrac12$, so $\langle R\rangle=\tfrac12\cdot0+\tfrac12\cdot1=\tfrac12$. The missing half is the reversed weight of $(v,u)$, for which $F=0$ and $B=q(u)P_0(u\to v)=\tfrac12$. Whatever value is assigned to $B/0$ on that path, it is multiplied by $F=0$ and the weight is lost. Positivity of every entry is sufficient but not necessary. With $Q=P$ and positive $p$ it is enough that $P_t(a\to b)=0$ implies $P_t(b\to a)=0$, as in hopping between neighbouring sites with both directions allowed: then $B=0$ wherever $F=0$, and no weight is lost. The theorems below do not cover that case.

## The mean of $\ln R$

Now let $p,q,P,Q$ all be positive and normalised, so that $R>0$ and the logarithm has its ordinary meaning. For $r>0$ one has $\ln r\le r-1$, strictly unless $r=1$. The weighted gap $g(x)=F(x)\,[R(x)-1-\ln R(x)]$ is therefore nonnegative, and
$$\sum_x g(x)=\langle R\rangle-\sum_xF-\langle\ln R\rangle=1-1-\langle\ln R\rangle .$$
Hence $\langle\ln R\rangle\le0$. If $\langle\ln R\rangle=0$, a sum of nonnegative terms vanishes, so each $g(x)=0$; as $F(x)>0$ the bracket vanishes, which forces $R(x)=1$, that is $B(x)=F(x)$. Conversely $B=F$ makes every logarithm zero. In the proof `hg` is $g\ge0$ from `Real.log_le_sub_one_of_pos`, `hsum` is the displayed sum, `Finset.sum_eq_zero_iff_of_nonneg` passes from the sum to its terms, and `Real.log_lt_sub_one_of_pos` excludes $R\ne1$. Written out, $-\langle\ln R\rangle=\sum_xF\ln(F/B)$ is the relative entropy of the two path distributions; for $n=0$ the theorem is Gibbs' inequality for $p$ and $q$.

```lean
/-- For positive probability vectors and positive forward and backward transition matrices,
`⟨ln R⟩ ≤ 0`, with equality exactly when reversed and forward weight agree on every path. -/
theorem mean_log_ratio (p q : S → ℝ) (P Q : Fin n → S → S → ℝ)
    (hp : ∀ a, 0 < p a) (hp1 : ∑ a, p a = 1) (hq : ∀ a, 0 < q a) (hq1 : ∑ a, q a = 1)
    (hP : ∀ t a b, 0 < P t a b) (hP1 : ∀ t a, ∑ b, P t a b = 1)
    (hQ : ∀ t a b, 0 < Q t a b) (hQ1 : ∀ t a, ∑ b, Q t a b = 1) :
    forwardMean p P (fun x => Real.log (ratio p q P Q x)) ≤ 0 ∧
      (forwardMean p P (fun x => Real.log (ratio p q P Q x)) = 0 ↔
        ∀ x, reverseWeight q Q x = forwardWeight p P x) := by
  have hF : ∀ x, 0 < forwardWeight p P x :=
    fun x => mul_pos (hp _) (Finset.prod_pos fun t _ => hP _ _ _)
  have hR : ∀ x, 0 < ratio p q P Q x :=
    fun x => div_pos (mul_pos (hq _) (Finset.prod_pos fun t _ => hQ _ _ _)) (hF x)
  -- the gap in `ln R ≤ R - 1`, weighted, is nonnegative and sums to `-⟨ln R⟩`
  have hg : ∀ x, 0 ≤ forwardWeight p P x *
      (ratio p q P Q x - 1 - Real.log (ratio p q P Q x)) :=
    fun x => mul_nonneg (hF x).le (sub_nonneg.2 (Real.log_le_sub_one_of_pos (hR x)))
  have hsum : ∑ x, forwardWeight p P x * (ratio p q P Q x - 1 - Real.log (ratio p q P Q x))
      = - forwardMean p P (fun x => Real.log (ratio p q P Q x)) := by
    have h1 := mean_ratio_eq_one p q P Q hp hP hq1 hQ1
    have h0 := sum_forwardWeight p P hP1
    simp only [forwardMean] at h1
    simp only [forwardMean, mul_sub, Finset.sum_sub_distrib, mul_one]
    linarith
  have hnn := Finset.sum_nonneg fun x (_ : x ∈ Finset.univ) => hg x
  refine ⟨by linarith, fun h x => ?_, fun h => ?_⟩
  · rw [h, neg_zero] at hsum
    have hx := (Finset.sum_eq_zero_iff_of_nonneg fun x _ => hg x).1 hsum x (Finset.mem_univ x)
    have hx' := (mul_eq_zero.1 hx).resolve_left (hF x).ne'
    have h1 : ratio p q P Q x = 1 := by
      by_contra hne
      have := Real.log_lt_sub_one_of_pos (hR x) hne
      linarith
    exact (div_eq_one_iff_eq (hF x).ne').1 h1
  · unfold forwardMean
    refine Finset.sum_eq_zero fun x _ => ?_
    have h1 : ratio p q P Q x = 1 := by rw [ratio, h x, div_self (hF x).ne']
    simp only [h1, Real.log_one, mul_zero]
```

## Paths with large $R$

For real $s$, the indicator of the set $R\ge e^s$ is bounded by $e^{-s}R$: on the set $e^{-s}R\ge1$, and off it $e^{-s}R\ge0$ provided $q,Q\ge0$. Multiplying by $F>0$ and summing,
$$\sum_{x:\,R(x)\ge e^s}F(x)\le e^{-s}\langle R\rangle=e^{-s}.$$
The two branches of `by_cases` are the two cases. When $p$ and $P$ are normalised the left side is the probability that $R\ge e^s$, and the bound carries information for $s>0$. Zeros in $q$ and $Q$ are allowed.

```lean
/-- For positive `p` and `P`, nonnegative normalised `q` and nonnegative `Q` with unit row sums, the
total forward weight of the paths with `R ≥ e^s` is at most `e^{-s}`. -/
theorem ratio_tail_bound (p q : S → ℝ) (P Q : Fin n → S → S → ℝ)
    (hp : ∀ a, 0 < p a) (hq : ∀ a, 0 ≤ q a) (hq1 : ∑ a, q a = 1) (hP : ∀ t a b, 0 < P t a b)
    (hQ : ∀ t a b, 0 ≤ Q t a b) (hQ1 : ∀ t a, ∑ b, Q t a b = 1) (s : ℝ) :
    forwardMean p P (fun x => if Real.exp s ≤ ratio p q P Q x then 1 else 0)
      ≤ Real.exp (-s) := by
  have he : Real.exp (-s) * Real.exp s = 1 := by
    rw [← Real.exp_add, neg_add_cancel, Real.exp_zero]
  calc forwardMean p P (fun x => if Real.exp s ≤ ratio p q P Q x then 1 else 0)
      ≤ ∑ x, Real.exp (-s) * (forwardWeight p P x * ratio p q P Q x) := by
        unfold forwardMean
        refine Finset.sum_le_sum fun x _ => ?_
        have hF : 0 < forwardWeight p P x :=
          mul_pos (hp _) (Finset.prod_pos fun t _ => hP _ _ _)
        have hR : 0 ≤ ratio p q P Q x :=
          div_nonneg (mul_nonneg (hq _) (Finset.prod_nonneg fun t _ => hQ _ _ _)) hF.le
        by_cases h : Real.exp s ≤ ratio p q P Q x
        · simp only [if_pos h]
          have h1 : 1 ≤ Real.exp (-s) * ratio p q P Q x :=
            he.symm.le.trans (mul_le_mul_of_nonneg_left h (Real.exp_pos _).le)
          nlinarith [mul_le_mul_of_nonneg_left h1 hF.le]
        · simp only [if_neg h, mul_zero]
          exact mul_nonneg (Real.exp_pos _).le (mul_nonneg hF.le hR)
    _ = Real.exp (-s) * forwardMean p P (ratio p q P Q) := by
        rw [forwardMean, Finset.mul_sum]
    _ = Real.exp (-s) := by rw [mean_ratio_eq_one p q P Q hp hP hq1 hQ1, mul_one]
```

## The same matrices in both directions

Setting $Q=P$ gives the opening statement. In words: for every finite `S`, every `n`, all `p` and `q` with positive entries (`hp`, `hq`) summing to one (`hp1`, `hq1`), and all `P` with positive entries (`hP`) and unit row sums (`hP1`), the forward mean of `ratio p q P P` is one and the forward mean of its natural logarithm is at most zero. The vector $q$ is free; nothing ties it to the distribution that $p$ evolves into, and the $P_t$ need not satisfy detailed balance or share a stationary state. The proof feeds `hP1` in as the backward normalisation and takes the first half of `mean_log_ratio`.

```lean
/-- Integral fluctuation theorem: for positive transition matrices `P_t`, used in both directions,
and positive probability vectors `p`, `q`, one has `⟨R⟩ = 1` and `⟨ln R⟩ ≤ 0`. -/
theorem integral_fluctuation_theorem (p q : S → ℝ) (P : Fin n → S → S → ℝ)
    (hp : ∀ a, 0 < p a) (hp1 : ∑ a, p a = 1) (hq : ∀ a, 0 < q a) (hq1 : ∑ a, q a = 1)
    (hP : ∀ t a b, 0 < P t a b) (hP1 : ∀ t a, ∑ b, P t a b = 1) :
    forwardMean p P (ratio p q P P) = 1 ∧
      forwardMean p P (fun x => Real.log (ratio p q P P x)) ≤ 0 :=
  ⟨mean_ratio_eq_one p q P P hp hP hq1 hP1,
    (mean_log_ratio p q P P hp hp1 hq hq1 hP hP1 hP hP1).1⟩
```

## A two-state step with strict inequality

Take $S=\{\mathrm f,\mathrm t\}$, Lean's `false` and `true`, with $n=1$ and a step that lands in $\mathrm t$ with probability $2/3$ and in $\mathrm f$ with probability $1/3$ from either state.

```lean
/-- One step on two states that lands in `true` with probability `2/3` and in `false` with
probability `1/3`, from either state. -/
def twoStateKernel : Fin 1 → Bool → Bool → ℝ := fun _ _ b => if b then 2 / 3 else 1 / 3
```

With uniform $p$ and $q$ and $Q=P$, the four paths have

| path | $F$ | $B$ | $R$ |
|---|---|---|---|
| $(\mathrm f,\mathrm f)$ | $1/6$ | $1/6$ | $1$ |
| $(\mathrm f,\mathrm t)$ | $1/3$ | $1/6$ | $1/2$ |
| $(\mathrm t,\mathrm f)$ | $1/6$ | $1/3$ | $2$ |
| $(\mathrm t,\mathrm t)$ | $1/3$ | $1/3$ | $1$ |

so $\langle R\rangle=\tfrac16+\tfrac16+\tfrac13+\tfrac13=1$ and $\langle\ln R\rangle=(\tfrac16-\tfrac13)\ln2=-\tfrac16\ln2$. The theorem records $\langle R\rangle=1$ and the sign $\langle\ln R\rangle<0$; the value $-\tfrac16\ln2$, like the example with the forbidden transition, is worked out in the text alone. The proof evaluates no logarithm. It checks positivity and normalisation, and then uses the equality case: if the mean were zero, the path `![false, true]` would have $B=F$, that is $\tfrac12\cdot\tfrac13=\tfrac12\cdot\tfrac23$, which `norm_num` refutes.

```lean
/-- For the two-state step with uniform initial and final vectors, `⟨R⟩ = 1` and
`⟨ln R⟩ < 0`. -/
theorem twoState_strict :
    forwardMean (fun _ => 1 / 2) twoStateKernel
        (ratio (fun _ => 1 / 2) (fun _ => 1 / 2) twoStateKernel twoStateKernel) = 1 ∧
      forwardMean (fun _ => 1 / 2) twoStateKernel (fun x => Real.log
        (ratio (fun _ => 1 / 2) (fun _ => 1 / 2) twoStateKernel twoStateKernel x)) < 0 := by
  have hp : ∀ _ : Bool, (0 : ℝ) < 1 / 2 := fun _ => by norm_num
  have hp1 : ∑ _a : Bool, (1 / 2 : ℝ) = 1 := by
    rw [Fintype.sum_bool]
    norm_num
  have hK : ∀ t a b, 0 < twoStateKernel t a b := by
    intro t a b
    cases b <;> norm_num [twoStateKernel]
  have hK1 : ∀ t a, ∑ b, twoStateKernel t a b = 1 := by
    intro t a
    rw [Fintype.sum_bool]
    norm_num [twoStateKernel]
  have h := mean_log_ratio _ _ _ _ hp hp1 hp hp1 hK hK1 hK hK1
  refine ⟨mean_ratio_eq_one _ _ _ _ hp hK hp1 hK1, lt_of_le_of_ne h.1 fun h0 => ?_⟩
  -- the path `false → true` has unequal weights
  have hx := h.2.1 h0 ![false, true]
  simp only [reverseWeight, forwardWeight, Fin.prod_univ_one] at hx
  have hx' : (1 / 2 : ℝ) * (1 / 3) = 1 / 2 * (2 / 3) := hx
  norm_num at hx'

end

end IntegralFluctuation
```

```lean
#print axioms IntegralFluctuation.ratio_tail_bound
#print axioms IntegralFluctuation.integral_fluctuation_theorem
#print axioms IntegralFluctuation.twoState_strict
```

```
'IntegralFluctuation.ratio_tail_bound' depends on axioms: [propext, Classical.choice, Quot.sound]
'IntegralFluctuation.integral_fluctuation_theorem' depends on axioms: [propext, Classical.choice, Quot.sound]
'IntegralFluctuation.twoState_strict' depends on axioms: [propext, Classical.choice, Quot.sound]
```
